# Langer's uniform approximation exactly solves ψ″ = (z z′² + R) ψ

Q: A particle runs up a smooth potential slope and turns back where V = E. The ordinary WKB wave diverges there, because its amplitude goes as |V − E|^(−1/4). Langer's wave passes smoothly through the turning point by borrowing an Airy function. But it is still an approximation. What is there to prove exactly?

A: The equation that it does solve. Let z(x) be a stretched coordinate with z′ > 0, and let A solve the Airy equation A″(y) = y A(y). Langer's wave is

ψ = (z′)^(−1/2) A(z).

For three times continuously differentiable z it satisfies

ψ″ = (z z′² + R) ψ, with R = (z′)^(1/2) ((z′)^(−1/2))″.

If z is chosen so that ħ² z z′² = 2m(V − E), the first term is the Schrödinger equation you wanted, and R is the whole error in it.

Q: Show me the differentiation.

A: Write w = (z′)^(−1/2) and s = (z′)^(1/2). Then w s = 1, w z′ = s and w² z′ = 1. The first derivative is

ψ′ = w′ A(z) + w z′ A′(z) = w′ A(z) + s A′(z).

Differentiate again:

ψ″ = w″ A(z) + w′ z′ A′(z) + s′ A′(z) + s z′ A″(z).

Since s = 1/w, we have s′ = −w′/w² = −w′ z′, so the two terms in A′(z) cancel. With A″(z) = z A(z) this leaves

ψ″ = w″ A(z) + s z′ z A(z).

In the first term insert 1 = s w, which gives s w″ · w A(z) = R ψ. In the second use s = w z′, which gives z z′² · w A(z) = z z′² ψ. That is the claim.

For R itself, two derivatives of w give

w′ = −(1/2) z″ (z′)^(−3/2),

w″ = −(1/2) z‴ (z′)^(−3/2) + (3/4) z″² (z′)^(−5/2),

and multiplying the second by s yields

R = (3/4)(z″/z′)² − (1/2) z‴/z′.

Q: Give me a case where R vanishes, and one with numbers.

A: For z = a x + b with a > 0, both z″ and z‴ are zero, so R = 0. The potential is then linear, and Langer's wave is an exact solution.

For numbers take z = x + x²/2 on x > −1. Here z′ = 1 + x, z″ = 1 and z‴ = 0, so R = 3/(4(1 + x)²). At x = 1 we get z = 3/2 and z′ = 2, hence z z′² = 6 and R = 3/16. The wave obeys ψ″ = 6.1875 ψ there instead of ψ″ = 6 ψ, an excess of about 3 per cent. At the turning point x = 0 the wanted coefficient is zero and R = 3/4 is all that remains, so the relative error means nothing there, while the absolute error stays finite.

Q: Now the Lean version. I suspect that the physics has been assumed away in the definitions. What is z allowed to be?

A: The file calls an admissible z a "stretching", which is not a textbook term.

```lean
import Mathlib

noncomputable section

namespace LangerUniform

/-- A change of variable `z` on an open set `I` of positions: three times continuously
differentiable, with positive slope. -/
structure IsStretching (z : ℝ → ℝ) (I : Set ℝ) : Prop where
  isOpen : IsOpen I
  contDiffOn : ContDiffOn ℝ 3 z I
  deriv_pos : ∀ x ∈ I, 0 < deriv z x
```

`I` is any open set of positions, an interval being the usual case. `ContDiffOn ℝ 3 z I` is the smoothness condition, and nothing is asked of `z` outside `I`.

Q: And the Airy function?

A: It enters through its differential equation, with a general coefficient Q(y) in place of y.

```lean
/-- `A`, with slope `A'`, solves the comparison equation `A''(y) = Q(y) A(y)` on the real line. -/
def SolvesComparison (Q A A' : ℝ → ℝ) : Prop :=
  ∀ y, HasDerivAt A (A' y) y ∧ HasDerivAt A' (Q y * A y) y
```

Note that `A'` is a separate function, which the first condition identifies as the slope of `A`. The Airy case is Q(y) = y, and Ai, Bi or any combination of them may serve as `A`. The remaining definitions are w, R and ψ.

```lean
/-- The semiclassical amplitude `(z')^(-1/2)`, meant for `z' > 0`. -/
def amplitude (z : ℝ → ℝ) (x : ℝ) : ℝ := (√(deriv z x))⁻¹

/-- The error term `R = (z')^(1/2) ((z')^(-1/2))''`, meant for `z' > 0`. -/
def langerError (z : ℝ → ℝ) (x : ℝ) : ℝ :=
  √(deriv z x) * deriv (deriv (amplitude z)) x

/-- The uniform approximation `ψ = (z')^(-1/2) A(z)`, meant for `z' > 0`. -/
def langerWave (z A : ℝ → ℝ) (x : ℝ) : ℝ := amplitude z x * A (z x)
```

Q: Lean's `deriv` returns zero where a function has no derivative. Could your equation be true for that silly reason?

A: No. The formulas for ψ′ and ψ″ are stated with `HasDerivAt`, which says that the derivative exists and has the given value. The later theorems on the Schrödinger equation and the Wronskian are written with `deriv`, but they are proved from these formulas. The derivatives of w exist because z is smooth with z′ > 0, and those of A exist by hypothesis. First come the two algebraic relations, w s = 1 and w z′ = s.

```lean
variable {z : ℝ → ℝ} {I : Set ℝ} {x : ℝ}

/-- Where `z' > 0`, the amplitude times `(z')^(1/2)` is one, and the amplitude times `z'` is
`(z')^(1/2)`. -/
theorem amplitude_mul (hp : 0 < deriv z x) :
    amplitude z x * √(deriv z x) = 1 ∧ amplitude z x * deriv z x = √(deriv z x) := by
  refine ⟨inv_mul_cancel₀ (Real.sqrt_pos.2 hp).ne', ?_⟩
  unfold amplitude
  rw [inv_mul_eq_div]
  exact Real.div_sqrt
```

Then come w′ and w″, in the form found above, with powers of `amplitude z x` standing for the negative half-integer powers of z′.

```lean
/-- For a stretching `z`, the slope of the amplitude is `-(1/2) z'' (z')^(-3/2)`. -/
theorem hasDerivAt_amplitude (hz : IsStretching z I) (hx : x ∈ I) :
    HasDerivAt (amplitude z) (-(1 / 2) * deriv (deriv z) x * amplitude z x ^ 3) x := by
  have hp := hz.deriv_pos x hx
  have c2 : ContDiffOn ℝ 2 (deriv z) I :=
    hz.contDiffOn.deriv_of_isOpen hz.isOpen (by norm_num)
  have h2 : HasDerivAt (deriv z) (deriv (deriv z) x) x :=
    ((c2.differentiableOn (by norm_num)).differentiableAt
      (hz.isOpen.mem_nhds hx)).hasDerivAt
  have h := (h2.sqrt hp.ne').inv (Real.sqrt_pos.2 hp).ne'
  exact h.congr_deriv (by simp only [amplitude]; ring)

/-- For a stretching `z`, the second derivative of the amplitude is
`-(1/2) z''' (z')^(-3/2) + (3/4) (z'')² (z')^(-5/2)`. -/
theorem hasDerivAt_deriv_amplitude (hz : IsStretching z I) (hx : x ∈ I) :
    HasDerivAt (deriv (amplitude z))
      (-(1 / 2) * deriv (deriv (deriv z)) x * amplitude z x ^ 3
        + 3 / 4 * deriv (deriv z) x ^ 2 * amplitude z x ^ 5) x := by
  have c2 : ContDiffOn ℝ 2 (deriv z) I :=
    hz.contDiffOn.deriv_of_isOpen hz.isOpen (by norm_num)
  have c1 : ContDiffOn ℝ 1 (deriv (deriv z)) I :=
    c2.deriv_of_isOpen hz.isOpen (by norm_num)
  have h3 : HasDerivAt (deriv (deriv z)) (deriv (deriv (deriv z)) x) x :=
    ((c1.differentiableOn (by norm_num)).differentiableAt
      (hz.isOpen.mem_nhds hx)).hasDerivAt
  have hw := hasDerivAt_amplitude hz hx
  have hw3 : HasDerivAt (fun y => amplitude z y ^ 3) (3 * amplitude z x ^ 2 *
      (-(1 / 2) * deriv (deriv z) x * amplitude z x ^ 3)) x := by
    simpa using hw.fun_pow 3
  have h := (h3.const_mul (-(1 / 2) : ℝ)).fun_mul hw3
  refine (h.congr_of_eventuallyEq ?_).congr_deriv (by ring)
  -- the formula for the slope holds in a whole neighbourhood of `x`
  filter_upwards [hz.isOpen.mem_nhds hx] with y hy
  exact (hasDerivAt_amplitude hz hy).deriv
```

Q: Why does the second of these speak of a neighbourhood?

A: To differentiate w′ at x, you need its formula at nearby points as well as at x. Since `I` is open, those points also lie in `I`; the `filter_upwards` step supplies exactly that. By hand we do this without comment.

The explicit R follows by multiplying w″ by s. The proof writes s for √z′, replaces z′ by s², and lets `linear_combination` finish the algebra from s s⁻¹ = 1.

```lean
/-- For a stretching `z`, the error term is `R = (3/4) (z''/z')² - (1/2) z'''/z'`. -/
theorem langerError_eq (hz : IsStretching z I) (hx : x ∈ I) :
    langerError z x = 3 / 4 * (deriv (deriv z) x / deriv z x) ^ 2
      - 1 / 2 * (deriv (deriv (deriv z)) x / deriv z x) := by
  have hp := hz.deriv_pos x hx
  have hs0 : √(deriv z x) ≠ 0 := (Real.sqrt_pos.2 hp).ne'
  have hs : √(deriv z x) ^ 2 = deriv z x := Real.sq_sqrt hp.le
  unfold langerError
  rw [(hasDerivAt_deriv_amplitude hz hx).deriv]
  simp only [amplitude]
  generalize √(deriv z x) = s at *
  rw [← hs]
  linear_combination (-(1 / 2) * deriv (deriv (deriv z)) x * s⁻¹ ^ 2
    + 3 / 4 * deriv (deriv z) x ^ 2 * s⁻¹ ^ 4) * mul_inv_cancel₀ hs0
```

Q: So far only z has been differentiated. Where does the wave come in?

A: Here is ψ′, by the product and chain rules and w z′ = s.

```lean
/-- For a stretching `z` and a differentiable `A`, the uniform approximation has slope
`ψ' = ((z')^(-1/2))' A(z) + (z')^(1/2) A'(z)`. -/
theorem hasDerivAt_langerWave {A A' : ℝ → ℝ} (hz : IsStretching z I)
    (hA : ∀ y, HasDerivAt A (A' y) y) (hx : x ∈ I) :
    HasDerivAt (langerWave z A)
      (deriv (amplitude z) x * A (z x) + √(deriv z x) * A' (z x)) x := by
  have h1 : HasDerivAt z (deriv z x) x :=
    ((hz.contDiffOn.differentiableOn (by norm_num)).differentiableAt
      (hz.isOpen.mem_nhds hx)).hasDerivAt
  have hc : HasDerivAt (fun y => A (z y)) (A' (z x) * deriv z x) x := (hA (z x)).comp x h1
  have hw := (hasDerivAt_amplitude hz hx).differentiableAt.hasDerivAt
  have key := (amplitude_mul (hz.deriv_pos x hx)).2
  exact (hw.fun_mul hc).congr_deriv (by linear_combination A' (z x) * key)
```

And here is the second derivative, for general Q.

```lean
/-- If `A'' = Q A` on the real line and `z` is a stretching, then `ψ = (z')^(-1/2) A(z)`
satisfies `ψ'' = (Q(z) (z')² + R) ψ`. -/
theorem comparison_equation {Q A A' : ℝ → ℝ} (hz : IsStretching z I)
    (hA : SolvesComparison Q A A') (hx : x ∈ I) :
    HasDerivAt (deriv (langerWave z A))
      ((Q (z x) * deriv z x ^ 2 + langerError z x) * langerWave z A x) x := by
  have hp := hz.deriv_pos x hx
  obtain ⟨k1, k2⟩ := amplitude_mul hp
  have h1 : HasDerivAt z (deriv z x) x :=
    ((hz.contDiffOn.differentiableOn (by norm_num)).differentiableAt
      (hz.isOpen.mem_nhds hx)).hasDerivAt
  have hc : HasDerivAt (fun y => A (z y)) (A' (z x) * deriv z x) x :=
    (hA (z x)).1.comp x h1
  have hc' : HasDerivAt (fun y => A' (z y)) (Q (z x) * A (z x) * deriv z x) x :=
    (hA (z x)).2.comp x h1
  have hw := (hasDerivAt_deriv_amplitude hz hx).differentiableAt.hasDerivAt
  -- `(z')^(1/2)` is the inverse of the amplitude, which gives its slope
  have hs : HasDerivAt (fun y => √(deriv z y)) (-deriv (amplitude z) x * deriv z x) x := by
    have hi := (hasDerivAt_amplitude hz hx).differentiableAt.hasDerivAt.inv
      (left_ne_zero_of_mul_eq_one k1)
    have hf : (fun y => √(deriv z y)) = (amplitude z)⁻¹ := by
      funext y
      simp [amplitude]
    rw [hf]
    refine hi.congr_deriv ?_
    have hq : amplitude z x ^ 2 * deriv z x = 1 := by
      linear_combination amplitude z x * k2 + k1
    rw [div_eq_iff (pow_ne_zero 2 (left_ne_zero_of_mul_eq_one k1))]
    linear_combination deriv (amplitude z) x * hq
  have h := (hw.fun_mul hc).fun_add (hs.fun_mul hc')
  refine (h.congr_of_eventuallyEq ?_).congr_deriv ?_
  · filter_upwards [hz.isOpen.mem_nhds hx] with y hy
    exact (hasDerivAt_langerWave hz (fun t => (hA t).1) hy).deriv
  · -- the two terms containing `A'(z)` cancel
    simp only [langerError, langerWave]
    linear_combination -(deriv (deriv (amplitude z)) x * A (z x)) * k1
      - Q (z x) * A (z x) * deriv z x * k2
```

In this proof `hc` and `hc'` are the chain rule for A(z) and A′(z), and `hs` is the relation s′ = −w′ z′, obtained by differentiating s as 1/w. The product rule then gives the four terms of ψ″. The last `linear_combination` cancels the A′(z) terms and regroups the rest with w s = 1 and w z′ = s. Langer's case only needs Q(y) = y.

```lean
/-- Langer's uniform approximation: if `A''(y) = y A(y)` on the real line and `z` is a
stretching, then `ψ = (z')^(-1/2) A(z)` satisfies `ψ'' = (z (z')² + R) ψ`. -/
theorem langer_equation {A A' : ℝ → ℝ} (hz : IsStretching z I)
    (hA : SolvesComparison (fun y => y) A A') (hx : x ∈ I) :
    HasDerivAt (deriv (langerWave z A))
      ((z x * deriv z x ^ 2 + langerError z x) * langerWave z A x) x :=
  comparison_equation hz hA hx
```

Q: That is still mathematics. Where are ħ, m, V and E?

A: In the next theorem, whose hypothesis `hV` ties z to the potential.

```lean
/-- If `A'' = y A` and the stretching `z` obeys `ħ² z (z')² = 2m (V - E)` with `m > 0`, then
`-ħ²/(2m) ψ'' + V ψ = (E - ħ² R/(2m)) ψ` for the uniform approximation `ψ`. -/
theorem schrodinger_defect {A A' V : ℝ → ℝ} {hbar m E : ℝ} (hz : IsStretching z I)
    (hA : SolvesComparison (fun y => y) A A') (hm : 0 < m)
    (hV : ∀ x ∈ I, hbar ^ 2 * (z x * deriv z x ^ 2) = 2 * m * (V x - E)) (hx : x ∈ I) :
    -(hbar ^ 2 / (2 * m)) * deriv (deriv (langerWave z A)) x + V x * langerWave z A x
      = (E - hbar ^ 2 / (2 * m) * langerError z x) * langerWave z A x := by
  have h : hbar ^ 2 / (2 * m) * (z x * deriv z x ^ 2) = V x - E := by
    rw [div_mul_eq_mul_div, hV x hx]
    exact mul_div_cancel_left₀ _ (by positivity)
  rw [(langer_equation hz hA hx).deriv]
  linear_combination -langerWave z A x * h
```

It follows from the previous equation on multiplying by −ħ²/(2m) and adding V ψ.

Q: The right-hand side looks like a shifted energy.

A: It isn't one in general, because R depends on x. Move the term to the left, and ψ is an exact solution at energy E for the potential V + ħ²R/(2m). For one particle in one dimension, this says which potential a semiclassical wave really belongs to, and so shows, point by point, by how much it misses the wanted equation. It does not say how close ψ is to the true wave.

Q: But you assumed `hV`. Who gives me z for my potential?

A: That is the step you must supply: for your V and E, find a z satisfying `hV` and show that it is smooth with z′ > 0 through the turning point. On the forbidden side the usual recipe is

(2/3) z^(3/2) = (1/ħ) ∫ √(2m(V − E)) dx,

with the integral starting at the turning point, and a matching formula holds on the allowed side. For ħ ≠ 0, `hV` gives V − E the sign of z. On an interval z increases, so there is at most one turning point, with the allowed region on its left; for the opposite arrangement, reflect x. Differentiating `hV` at the turning point gives 2m V′ = ħ² z′³ there, so a suitable z exists only if the slope of V is not zero at that point.

Q: Is the error small, then?

A: The theorems give its form and no bound. The formula for R does show one thing: multiplying z by a positive constant leaves R unchanged. With V, E and m fixed, the recipe makes z proportional to ħ^(−2/3), so R does not depend on ħ and the extra potential scales as ħ². Energy levels are a further matter, since they need boundary conditions and, in a well, a second turning point.

Q: A general solution needs two independent waves. Does the construction keep them independent?

A: Yes. Let φ = w B(z) be a second wave. In ψφ′ − ψ′φ the terms with w′ cancel, and w s = 1 leaves A B′ − A′ B evaluated at z(x).

```lean
/-- For a stretching `z` and differentiable `A`, `B`, the Wronskian of the two uniform
approximations at `x` equals the Wronskian of `A` and `B` at `z(x)`. -/
theorem wronskian_langerWave {A A' B B' : ℝ → ℝ} (hz : IsStretching z I)
    (hA : ∀ y, HasDerivAt A (A' y) y) (hB : ∀ y, HasDerivAt B (B' y) y) (hx : x ∈ I) :
    langerWave z A x * deriv (langerWave z B) x - deriv (langerWave z A) x * langerWave z B x
      = A (z x) * B' (z x) - A' (z x) * B (z x) := by
  rw [(hasDerivAt_langerWave hz hA hx).deriv, (hasDerivAt_langerWave hz hB hx).deriv]
  simp only [langerWave]
  linear_combination (A (z x) * B' (z x) - A' (z x) * B (z x)) *
    (amplitude_mul (hz.deriv_pos x hx)).1
```

This uses only the differentiability of A and B. For Ai and Bi the right-hand side is a non-zero constant, so the two Langer waves are independent on any interval in `I`.

Q: I know Langer's name from radial problems, where l(l + 1) becomes (l + 1/2)². Is that the same R?

A: It is the same formula with another z. For z = ln r we have z′ = 1/r, z″ = −1/r² and z‴ = 2/r³, so

R = 3/(4r²) − 1/r² = −1/(4r²).

```lean
/-- The logarithmic change of variable `z = ln r` has the error term `R = -1/(4r²)` at
every radius `r > 0`. -/
theorem langerError_log {r : ℝ} (hr : 0 < r) : langerError Real.log r = -1 / (4 * r ^ 2) := by
  have h1 : deriv Real.log = fun y => y⁻¹ := Real.deriv_log'
  have hz : IsStretching Real.log (Set.Ioi 0) :=
    ⟨isOpen_Ioi, fun y hy => (Real.contDiffAt_log.2 (ne_of_gt hy)).contDiffWithinAt,
      fun y hy => by rw [h1]; exact inv_pos.2 hy⟩
  have h2 : deriv (fun y : ℝ => y⁻¹) = fun y => -(y ^ 2)⁻¹ := deriv_inv'
  have hu : r⁻¹ * r = 1 := inv_mul_cancel₀ hr.ne'
  have hsq : HasDerivAt (fun y : ℝ => y ^ 2) (2 * r) r := by simpa using hasDerivAt_pow 2 r
  have h3 : HasDerivAt (fun y : ℝ => -(y ^ 2)⁻¹) (2 * r⁻¹ ^ 3) r :=
    (hsq.inv (pow_ne_zero 2 hr.ne')).neg.congr_deriv
      (by linear_combination 2 * r⁻¹ ^ 3 * hu)
  rw [langerError_eq hz hr, h1, h2, h3.deriv]
  simp only [div_eq_mul_inv, inv_inv]
  linear_combination r⁻¹ ^ 2 * (3 / 4 * (r⁻¹ * r) - 1 / 4) * hu

end LangerUniform
```

The proof checks that the logarithm is a stretching on r > 0 and inserts these derivatives into the explicit formula for R.

To reach the radial equation, use the general Q instead of the Airy one. With u = √r A(ln r), the comparison theorem gives

u″ = (Q(ln r)/r² − 1/(4r²)) u.

Matching this to the radial equation for u, which is r times the radial wave function,

u″ = (l(l + 1)/r² + 2m(V − E)/ħ²) u

requires

Q(ln r) = (l + 1/2)² + 2m r² (V − E)/ħ².

The extra 1/4 that completes the square is −r²R. Here R is not an error: Q absorbs it, and u solves the radial equation exactly. Langer's replacement appears when ordinary WKB is applied to A″ = Q A in the variable ln r and the result is written in terms of r. The matching is a short calculation to add to the theorem, which itself supplies the value of R.

```lean
#print axioms LangerUniform.langer_equation
-- 'LangerUniform.langer_equation' depends on axioms: [propext, Classical.choice, Quot.sound]
#print axioms LangerUniform.schrodinger_defect
-- 'LangerUniform.schrodinger_defect' depends on axioms: [propext, Classical.choice, Quot.sound]
#print axioms LangerUniform.wronskian_langerWave
-- 'LangerUniform.wronskian_langerWave' depends on axioms: [propext, Classical.choice, Quot.sound]
#print axioms LangerUniform.langerError_log
-- 'LangerUniform.langerError_log' depends on axioms: [propext, Classical.choice, Quot.sound]
```
